# In atomic units, the kinetic energy between two equal correlation factors is a symmetrised product plus half the squared gradient

Q: You represent wavefunctions and correlation factors as elements of an arbitrary commutative algebra A over the rationals, and Cartesian derivatives as derivations of A. Where are the functions of electron positions?

A: They are one choice of A. Smooth functions on an open region of configuration space can be added and multiplied, and their partial derivatives are linear and obey the product rule. The identity needs nothing else. The rational scalars supply the factor 1/2 in the kinetic energy.

```lean
import Mathlib

open MvPolynomial

namespace F12KineticIntermediate

noncomputable section

variable {A : Type*} [CommRing A] [Algebra ℚ A] {ι : Type*} [Fintype ι]
```

Q: And the kinetic energy itself?

A: Take finitely many derivations D_k, one for each Cartesian coordinate. In atomic units, for ψ in A,

T ψ = -(1/2) Σ D_k² ψ.

In Lean this is `kinetic D ψ`, with k running over the finite type `ι`. The derivations aren't even required to commute.

```lean
/-- The kinetic energy operator `T = -(1/2) ∑ D_k²` built from finitely many derivations. -/
def kinetic (D : ι → Derivation ℚ A A) (ψ : A) : A :=
  -((1 / 2 : ℚ) • ∑ k, D k (D k ψ))
```

The 1/2 is a rational number acting on A, so the proofs need to know that its image in A, doubled, gives 1.

```lean
/-- The scalar one half, seen in the algebra, doubles to one. -/
lemma half_mul_two : algebraMap ℚ A (1 / 2) * 2 = 1 := by
  rw [← map_ofNat (algebraMap ℚ A) 2, ← map_mul]
  norm_num
```

Q: Start with one factor f, then. What does T do to fψ?

A: Apply the product rule twice:

D_k(fψ) = f D_kψ + (D_k f)ψ

D_k²(fψ) = f D_k²ψ + 2 (D_k f)(D_kψ) + (D_k² f)ψ

Summing over k and multiplying by -1/2 gives

T(fψ) = f Tψ + (Tf)ψ - Σ (D_k f)(D_kψ).

In the proof, `h` is the summed second line: `Derivation.leibniz` expands each term and `ring` collects it. The closing `linear_combination` cancels the 2 against the 1/2.

```lean
/-- Product rule for the kinetic energy:
`T(fψ) = f Tψ + (Tf)ψ - ∑ (D_k f)(D_k ψ)`. -/
theorem kinetic_mul (D : ι → Derivation ℚ A A) (f ψ : A) :
    kinetic D (f * ψ) =
      f * kinetic D ψ + kinetic D f * ψ - ∑ k, D k f * D k ψ := by
  -- the Leibniz rule, applied twice and summed over the coordinates
  have h : ∑ k, D k (D k (f * ψ)) =
      f * (∑ k, D k (D k ψ)) + (∑ k, D k (D k f)) * ψ
        + 2 * ∑ k, D k f * D k ψ := by
    simp only [Finset.mul_sum, Finset.sum_mul, ← Finset.sum_add_distrib]
    refine Finset.sum_congr rfl fun k _ => ?_
    simp only [Derivation.leibniz, map_add, smul_eq_mul]
    ring
  unfold kinetic
  rw [h]
  simp only [Algebra.smul_def]
  linear_combination (-(∑ k, D k f * D k ψ)) * half_mul_two (A := A)
```

Q: That still differentiates ψ in the cross term. How do you get a purely multiplicative correction?

A: With a second commutator. For another factor g, the product rule for T gives

[T,g]ψ = T(gψ) - g Tψ = (Tg)ψ - Σ (D_k g)(D_kψ).

Now commute with f:

[f,[T,g]]ψ = f [T,g]ψ - [T,g](fψ)

= -f Σ (D_k g)(D_kψ) + Σ (D_k g) D_k(fψ)

= Σ (D_k f)(D_k g) ψ.

The Tg terms cancel in the second line, and the derivatives of ψ cancel in the third. Lean writes the commutators out as differences. Its `h` expands D_k(fψ), the two rewrites with `kinetic_mul` insert the product rule for T, and `ring` performs the cancellations.

```lean
/-- The double commutator `[f,[T,g]]` of two correlation factors with the kinetic energy
is multiplication by `∑ (D_k f)(D_k g)`. -/
theorem double_commutator (D : ι → Derivation ℚ A A) (f g ψ : A) :
    f * (kinetic D (g * ψ) - g * kinetic D ψ)
      - (kinetic D (g * (f * ψ)) - g * kinetic D (f * ψ)) =
      (∑ k, D k f * D k g) * ψ := by
  have h : ∑ k, D k g * D k (f * ψ) =
      f * (∑ k, D k g * D k ψ) + (∑ k, D k f * D k g) * ψ := by
    simp only [Finset.mul_sum, Finset.sum_mul, ← Finset.sum_add_distrib]
    refine Finset.sum_congr rfl fun k _ => ?_
    simp only [Derivation.leibniz, smul_eq_mul]
    ring
  rw [kinetic_mul D g ψ, kinetic_mul D g (f * ψ), h]
  ring
```

Q: An F12 calculation has the same factor on both sides of T.

A: So set g = f. The double commutator becomes

2 f T(fψ) - f² Tψ - T(f²ψ) = Σ (D_k f)² ψ,

and solving for the first term gives

f T(fψ) = (f² Tψ + T(f²ψ))/2 + (1/2) Σ (D_k f)² ψ.

The Lean theorem says exactly this, for every f and ψ in A. Its last line multiplies the double-commutator equation by 1/2 and rearranges.

```lean
/-- The kinetic energy between two correlation factors is the symmetrised product of `f²`
and `T` plus half the squared gradient of `f`:
`f T(fψ) = (f² Tψ + T(f²ψ))/2 + (1/2) ∑ (D_k f)² ψ`. -/
theorem factor_kinetic_factor (D : ι → Derivation ℚ A A) (f ψ : A) :
    f * kinetic D (f * ψ) =
      (1 / 2 : ℚ) • (f ^ 2 * kinetic D ψ + kinetic D (f ^ 2 * ψ))
        + (1 / 2 : ℚ) • ((∑ k, (D k f) ^ 2) * ψ) := by
  -- the double commutator with both factors equal, solved for `f T f`
  have h := double_commutator D f f ψ
  have e : f * (f * ψ) = f ^ 2 * ψ := by ring
  rw [e] at h
  simp only [← pow_two] at h
  simp only [Algebra.smul_def]
  linear_combination algebraMap ℚ A (1 / 2) * h
    - (f * kinetic D (f * ψ)) * half_mul_two (A := A)
```

Q: The F12 literature has (df/dr)² there, without the 1/2. Which is right?

A: Both. The sum above runs over the coordinates of both electrons. If f depends only on their relative position, its gradients with respect to them are opposite: D₂ₖ f = -D₁ₖ f. The squares agree, so

(1/2) Σ [(D₁ₖ f)² + (D₂ₖ f)²] = Σ (D₁ₖ f)².

In Lean, `Sum.elim D₁ D₂` joins the two electrons' derivations into one family, and `h` is the opposite-gradient condition. `Fintype.sum_sum_type` splits the sum into its two halves.

```lean
/-- For two electrons and a factor `f` whose gradients with respect to them are opposite,
the extra term is the full squared gradient with respect to one electron. -/
theorem factor_kinetic_factor_pair (D₁ D₂ : ι → Derivation ℚ A A) (f ψ : A)
    (h : ∀ k, D₂ k f = -D₁ k f) :
    f * kinetic (Sum.elim D₁ D₂) (f * ψ) =
      (1 / 2 : ℚ) • (f ^ 2 * kinetic (Sum.elim D₁ D₂) ψ
        + kinetic (Sum.elim D₁ D₂) (f ^ 2 * ψ))
        + (∑ k, (D₁ k f) ^ 2) * ψ := by
  rw [factor_kinetic_factor (Sum.elim D₁ D₂) f ψ, Fintype.sum_sum_type]
  simp only [Sum.elim_inl, Sum.elim_inr, h, neg_sq, Algebra.smul_def]
  -- both electrons contribute the same amount
  linear_combination ((∑ k, (D₁ k f) ^ 2) * ψ) * half_mul_two (A := A)
```

Q: And the radial derivative?

A: For f(r₁₂), with r₁₂ the distance between the electrons, the chain rule gives D₁ₖ f = f' nₖ, where f' = df/dr₁₂ and n is the unit vector along r₁ - r₂. Then

Σ (D₁ₖ f)² = (f')² Σ nₖ² = (f')².

Lean takes the chain-rule result as hypotheses `h₁` and `h₂`, and the unit length as `hn`; there `f'` is simply an element of A satisfying them.

```lean
/-- If the gradients of `f` with respect to the two electrons are `f' n` and `-f' n`, with
`n` of unit length, the extra term is `(f')² ψ`. -/
theorem factor_kinetic_factor_radial (D₁ D₂ : ι → Derivation ℚ A A) (f f' ψ : A)
    (n : ι → A) (h₁ : ∀ k, D₁ k f = f' * n k) (h₂ : ∀ k, D₂ k f = -(f' * n k))
    (hn : ∑ k, n k ^ 2 = 1) :
    f * kinetic (Sum.elim D₁ D₂) (f * ψ) =
      (1 / 2 : ℚ) • (f ^ 2 * kinetic (Sum.elim D₁ D₂) ψ
        + kinetic (Sum.elim D₁ D₂) (f ^ 2 * ψ))
        + f' ^ 2 * ψ := by
  have hs : ∑ k, (D₁ k f) ^ 2 = f' ^ 2 := by
    simp only [h₁, mul_pow, ← Finset.mul_sum, hn, mul_one]
  rw [factor_kinetic_factor_pair D₁ D₂ f ψ (fun k => by rw [h₁, h₂]), hs]
```

Q: Can you show me something that satisfies those hypotheses?

A: Two particles on a line, with f = (x₁ - x₂)², f' = 2(x₁ - x₂) and n = 1. Where x₁ > x₂ these are the radial derivative and the unit vector above; where x₁ < x₂ both have the opposite sign, which leaves the product f' n and the squares unchanged. Lean numbers the coordinates 0 and 1, and `pderiv` is the partial derivative of a polynomial.

```lean
/-- The radial hypotheses hold on a line for `f = (x₁ - x₂)²`, with `f' = 2(x₁ - x₂)` and
`n = 1`. -/
theorem factor_kinetic_factor_radial_witness :
    pderiv 0 ((X 0 - X 1 : MvPolynomial (Fin 2) ℚ) ^ 2) = 2 * (X 0 - X 1) * 1 ∧
    pderiv 1 ((X 0 - X 1 : MvPolynomial (Fin 2) ℚ) ^ 2) = -(2 * (X 0 - X 1) * 1) ∧
    ∑ _k : Fin 1, (1 : MvPolynomial (Fin 2) ℚ) ^ 2 = 1 := by
  have h01 : (0 : Fin 2) ≠ 1 := by decide
  refine ⟨?_, ?_, by simp⟩
  · simp only [pow_two, Derivation.leibniz, map_sub, smul_eq_mul, pderiv_X_self,
      pderiv_X_of_ne h01.symm]
    ring
  · simp only [pow_two, Derivation.leibniz, map_sub, smul_eq_mul, pderiv_X_self,
      pderiv_X_of_ne h01]
    ring
```

Q: I'd like three dimensions.

A: Take f = r₁₂², a polynomial in six coordinates.

```lean
/-- The squared distance `r₁₂²` of two electrons in space, as a polynomial in their six
coordinates. -/
def distSq : MvPolynomial (Fin 3 ⊕ Fin 3) ℚ :=
  ∑ k : Fin 3, (X (Sum.inl k) - X (Sum.inr k)) ^ 2
```

Its gradients are 2(r₁ - r₂) and -2(r₁ - r₂). In the proof, `Finset.sum_eq_single` keeps the one term of the sum that contains the coordinate being differentiated.

```lean
/-- The gradients of `r₁₂²` with respect to the two electrons are `2(r₁ - r₂)` and
`-2(r₁ - r₂)`. -/
theorem gradient_distSq (k : Fin 3) :
    pderiv (Sum.inl k) distSq = 2 * (X (Sum.inl k) - X (Sum.inr k)) ∧
    pderiv (Sum.inr k) distSq = -(2 * (X (Sum.inl k) - X (Sum.inr k))) := by
  constructor
  all_goals
    rw [distSq, map_sum, Finset.sum_eq_single k]
    · simp only [pow_two, Derivation.leibniz, map_sub, smul_eq_mul, pderiv_X,
        Pi.single_apply, reduceCtorEq, ↓reduceIte]
      ring
    · intro j _ hj
      simp only [pow_two, Derivation.leibniz, map_sub, smul_eq_mul, pderiv_X,
        Pi.single_apply, Sum.inl.injEq, Sum.inr.injEq, reduceCtorEq, hj, ↓reduceIte]
      ring
    · intro hk
      exact absurd (Finset.mem_univ k) hk
```

The squared gradient for one electron is therefore 4 r₁₂², so the extra term is 4 r₁₂² ψ for every polynomial ψ. This is an algebraic example: a nonzero polynomial ψ is not normalisable over all space, so it is not a physical state there. The distance r₁₂ itself is not a polynomial, so the proof uses the opposite-gradient theorem and not the radial one.

```lean
/-- For two electrons in space and the factor `f = r₁₂²`, acting on polynomials, the extra
term is `4 r₁₂² ψ`. -/
theorem factor_kinetic_factor_pair_witness (ψ : MvPolynomial (Fin 3 ⊕ Fin 3) ℚ) :
    let T := kinetic (Sum.elim (fun k : Fin 3 => pderiv (R := ℚ) (Sum.inl k : Fin 3 ⊕ Fin 3))
      (fun k : Fin 3 => pderiv (Sum.inr k)))
    distSq * T (distSq * ψ) =
      (1 / 2 : ℚ) • (distSq ^ 2 * T ψ + T (distSq ^ 2 * ψ)) + 4 * distSq * ψ := by
  intro T
  have hanti : ∀ k : Fin 3, pderiv (Sum.inr k) distSq = -pderiv (Sum.inl k) distSq :=
    fun k => by rw [(gradient_distSq k).1, (gradient_distSq k).2]
  have hs : ∑ k : Fin 3, (pderiv (Sum.inl k) distSq) ^ 2 = 4 * distSq := by
    simp only [fun k => (gradient_distSq k).1]
    rw [distSq, Finset.mul_sum]
    refine Finset.sum_congr rfl fun k _ => ?_
    ring
  rw [← hs]
  exact factor_kinetic_factor_pair (fun k : Fin 3 => pderiv (Sum.inl k))
    (fun k : Fin 3 => pderiv (Sum.inr k)) distSq ψ hanti

end

end F12KineticIntermediate
```

```lean
#print axioms F12KineticIntermediate.factor_kinetic_factor
#print axioms F12KineticIntermediate.factor_kinetic_factor_radial
```

```
'F12KineticIntermediate.factor_kinetic_factor' depends on axioms: [propext, Classical.choice, Quot.sound]
'F12KineticIntermediate.factor_kinetic_factor_radial' depends on axioms: [propext, Classical.choice, Quot.sound]
```

Q: Real correlation factors look like exp(-γ r₁₂), with γ > 0 setting the range. That has a cusp.

A: It is smooth wherever the electrons are apart, so the algebra of smooth functions on that region is a valid A. Passing to integrals over all space, including the coalescence points, is a separate analytic step. The potential, exchange and the projectors of F12 theory do not enter this identity either.

Q: Where would I meet it in a program?

A: In the kinetic part of the F12 intermediate that contains f T f. For an explicitly correlated pair, this purely kinetic identity replaces derivatives of the correlated product by two kinds of term. In the symmetrised part, after integration by parts with vanishing boundary terms, T acts on the orbitals in the bra or the ket, and a code can expand the result in an auxiliary basis and combine it with integrals over f². The remaining part is an ordinary two-electron integral with kernel (f')². For f = exp(-γ r₁₂) that kernel is γ² f², so the same f² integrals serve again, multiplied by γ².
